# The potential of finitely many positive charges is at least $Q/\sqrt{\|r\|^2+I/Q}$ when the origin is their centre of charge

## Does spreading a positive cluster lower its potential at most this far?

I have finitely many point charges $q_i>0$ at positions $s_i$, with the origin at the centre of charge, so $\sum_i q_i s_i=0$. I write $Q=\sum_i q_i$ for the total charge, $I=\sum_i q_i\|s_i\|^2$ for the second moment, and $\varphi(r)=\sum_i q_i/\|r-s_i\|$ for the potential in Gaussian units. In its simplest form, a treecode replaces the potential $\varphi(r)$ of a distant cluster by the monopole term $Q/\|r\|$, and the true value can lie above or below it. I believe that at every $r$ away from the charges

$$\varphi(r)\;\ge\;\frac{Q}{\sqrt{\|r\|^2+I/Q}},$$

even inside the cluster, where the exterior multipole series need not converge. Can this be derived rigorously, with the case of equality, and checked by machine in Lean?

## The tangent to $1/d$ in the variable $d^2$

Yes. Write $d_i=\|r-s_i\|$ for the distance from the observation point to charge $i$, and $R=\sqrt{\|r\|^2+I/Q}$ for the effective distance in your bound. The claim is then $\varphi(r)\ge Q/R$.

**The mean squared distance.** Expanding the square gives

$$\sum_i q_i d_i^2=\sum_i q_i\left(\|r\|^2-2\langle r,s_i\rangle+\|s_i\|^2\right)=Q\|r\|^2-2\Big\langle r,\sum_i q_i s_i\Big\rangle+I .$$

The middle term contains the dipole moment, which is zero, so

$$\sum_i q_i d_i^2=Q\|r\|^2+I=QR^2 .$$

Thus $R$ is the charge-weighted root-mean-square distance from $r$ to the charges. Since every $q_i$ and every $d_i$ is positive, $R>0$.

**The excess over the tangent.** As a function of $u=d^2$, the kernel $1/d=u^{-1/2}$ is convex. Its tangent at $u=R^2$ is

$$\frac1R-\frac{d^2-R^2}{2R^3}=\frac{3}{2R}-\frac{d^2}{2R^3}.$$

The difference between the kernel and this tangent factorises:

$$\frac1d-\frac{3}{2R}+\frac{d^2}{2R^3}=\frac{d^3-3R^2d+2R^3}{2R^3d}=\frac{(d-R)^2(d+2R)}{2R^3d}.$$

Multiply by $q_i$, set $d=d_i$ and sum. On the left, the last two terms add up to $-\frac{3Q}{2R}+\frac{QR^2}{2R^3}=-\frac QR$. Therefore

$$\varphi(r)-\frac QR=\sum_i \frac{q_i\,(d_i-R)^2(d_i+2R)}{2R^3d_i}.$$

Every term on the right is nonnegative, which proves the bound. A term vanishes only if $d_i=R$, so equality holds exactly when all the charges lie on the sphere of radius $R$ about $r$.

**The monopole error from below.** Now take the tangent at $\rho=\|r\|$ instead of $R$. From $(d_i-\rho)^2(d_i+2\rho)\ge0$ follows $2\rho^3/d_i\ge3\rho^2-d_i^2$. Weighting by $q_i$ and summing gives

$$2\rho^3\varphi(r)\ge3Q\rho^2-(Q\rho^2+I)=2Q\rho^2-I .$$

For $r\ne0$ this reads $\varphi(r)-Q/\rho\ge-I/(2\rho^3)$: the potential falls below the monopole term by at most $I/(2\rho^3)$.

**A pair that attains the bound.** Put unit charges at $a$ and $-a$, and observe from a nonzero $r$ orthogonal to $a$. Both distances are $\sqrt{\|r\|^2+\|a\|^2}$. Here $Q=2$ and $I=2\|a\|^2$, so this is also $R$, and $\varphi(r)=2/R$.

## The Lean file

```lean
import Mathlib

open Finset

namespace TreecodePotentialLowerBound

noncomputable section

variable {ι V : Type*} [Fintype ι] [NormedAddCommGroup V] [InnerProductSpace ℝ V]

/-- The total charge `Q` of a finite cluster. -/
def totalCharge (q : ι → ℝ) : ℝ := ∑ i, q i

/-- The second moment `I` of the charge distribution about the origin. -/
def secondMoment (q : ι → ℝ) (s : ι → V) : ℝ := ∑ i, q i * ‖s i‖ ^ 2

/-- The Coulomb potential of the cluster at the point `r`, in Gaussian units. -/
def potential (q : ι → ℝ) (s : ι → V) (r : V) : ℝ := ∑ i, q i / ‖r - s i‖

/-- The effective distance `√(‖r‖² + I/Q)` from the point `r` to the cluster. -/
def rmsDistance (q : ι → ℝ) (s : ι → V) (r : V) : ℝ :=
  √(‖r‖ ^ 2 + secondMoment q s / totalCharge q)

/-- For a cluster without dipole moment, the charge-weighted sum of squared distances to `r`
is `Q‖r‖² + I`. -/
theorem sum_charge_mul_sq_distance (q : ι → ℝ) (s : ι → V) (r : V)
    (hc : ∑ i, q i • s i = 0) :
    ∑ i, q i * ‖r - s i‖ ^ 2 = totalCharge q * ‖r‖ ^ 2 + secondMoment q s := by
  -- the cross term is the dipole moment projected on `r`
  have hin : ∑ i, q i * inner ℝ r (s i) = 0 := by
    have h := congrArg (fun v => inner ℝ r v) hc
    simpa [inner_sum, inner_smul_right] using h
  have hterm : ∀ i, q i * ‖r - s i‖ ^ 2
      = q i * ‖r‖ ^ 2 - 2 * (q i * inner ℝ r (s i)) + q i * ‖s i‖ ^ 2 := by
    intro i
    rw [norm_sub_sq_real]
    ring
  rw [Finset.sum_congr rfl (fun i _ => hterm i), Finset.sum_add_distrib,
    Finset.sum_sub_distrib, ← Finset.mul_sum, ← Finset.sum_mul, hin]
  simp only [totalCharge, secondMoment]
  ring

/-- Away from the charges the effective distance is positive, and its square is the
charge-weighted mean of the squared distances to the charges. -/
theorem rmsDistance_spec [Nonempty ι] (q : ι → ℝ) (s : ι → V) (r : V)
    (hq : ∀ i, 0 < q i) (hc : ∑ i, q i • s i = 0) (hr : ∀ i, r ≠ s i) :
    0 < rmsDistance q s r ∧
      totalCharge q * rmsDistance q s r ^ 2 = ∑ i, q i * ‖r - s i‖ ^ 2 := by
  have hQ : 0 < totalCharge q := Finset.sum_pos (fun i _ => hq i) Finset.univ_nonempty
  have hI : 0 ≤ secondMoment q s :=
    Finset.sum_nonneg (fun i _ => mul_nonneg (hq i).le (sq_nonneg _))
  have hsq : rmsDistance q s r ^ 2 = ‖r‖ ^ 2 + secondMoment q s / totalCharge q :=
    Real.sq_sqrt (add_nonneg (sq_nonneg _) (div_nonneg hI hQ.le))
  have heq : totalCharge q * rmsDistance q s r ^ 2 = ∑ i, q i * ‖r - s i‖ ^ 2 := by
    rw [hsq, sum_charge_mul_sq_distance q s r hc, mul_add, mul_div_cancel₀ _ hQ.ne']
  have hpos : 0 < ∑ i, q i * ‖r - s i‖ ^ 2 :=
    Finset.sum_pos (fun i _ => mul_pos (hq i)
      (pow_pos (norm_pos_iff.2 (sub_ne_zero.2 (hr i))) 2)) Finset.univ_nonempty
  refine ⟨lt_of_le_of_ne (Real.sqrt_nonneg _) ?_, heq⟩
  intro h
  have h0 : rmsDistance q s r = 0 := h.symm
  rw [← heq, h0] at hpos
  norm_num at hpos

/-- The excess of the potential over `Q/R`, with `R` the effective distance, is an explicit sum
over the charges that measures how far their distances to `r` deviate from `R`. -/
theorem potential_excess [Nonempty ι] (q : ι → ℝ) (s : ι → V) (r : V)
    (hq : ∀ i, 0 < q i) (hc : ∑ i, q i • s i = 0) (hr : ∀ i, r ≠ s i) :
    potential q s r - totalCharge q / rmsDistance q s r =
      ∑ i, q i * (‖r - s i‖ - rmsDistance q s r) ^ 2 * (‖r - s i‖ + 2 * rmsDistance q s r)
        / (2 * rmsDistance q s r ^ 3 * ‖r - s i‖) := by
  obtain ⟨hR, hmean⟩ := rmsDistance_spec q s r hq hc hr
  set R := rmsDistance q s r
  -- each term is `1/d` minus its tangent, taken in the variable `d²` at `R²`
  have hterm : ∀ i, q i * (‖r - s i‖ - R) ^ 2 * (‖r - s i‖ + 2 * R)
      / (2 * R ^ 3 * ‖r - s i‖)
      = q i / ‖r - s i‖ - 3 / (2 * R) * q i + 1 / (2 * R ^ 3) * (q i * ‖r - s i‖ ^ 2) := by
    intro i
    have hd : ‖r - s i‖ ≠ 0 := norm_ne_zero_iff.2 (sub_ne_zero.2 (hr i))
    have hR' : R ≠ 0 := hR.ne'
    field_simp
    ring
  rw [Finset.sum_congr rfl (fun i _ => hterm i), Finset.sum_add_distrib,
    Finset.sum_sub_distrib, ← Finset.mul_sum, ← Finset.mul_sum, ← hmean]
  change potential q s r - totalCharge q / R = potential q s r - 3 / (2 * R) * totalCharge q
    + 1 / (2 * R ^ 3) * (totalCharge q * R ^ 2)
  have hR' : R ≠ 0 := hR.ne'
  field_simp
  ring

/-- The potential of positive charges without dipole moment is, at every point away from the
charges, at least the positive number `Q/√(‖r‖² + I/Q)`. -/
theorem potential_lower_bound [Nonempty ι] (q : ι → ℝ) (s : ι → V) (r : V)
    (hq : ∀ i, 0 < q i) (hc : ∑ i, q i • s i = 0) (hr : ∀ i, r ≠ s i) :
    0 < totalCharge q / √(‖r‖ ^ 2 + secondMoment q s / totalCharge q) ∧
      totalCharge q / √(‖r‖ ^ 2 + secondMoment q s / totalCharge q) ≤ potential q s r := by
  change 0 < totalCharge q / rmsDistance q s r ∧
    totalCharge q / rmsDistance q s r ≤ potential q s r
  have hR := (rmsDistance_spec q s r hq hc hr).1
  refine ⟨div_pos (Finset.sum_pos (fun i _ => hq i) Finset.univ_nonempty) hR, ?_⟩
  rw [← sub_nonneg, potential_excess q s r hq hc hr]
  refine Finset.sum_nonneg (fun i _ => ?_)
  have := hq i
  positivity

/-- The lower bound is attained exactly when all charges lie at the effective distance
from `r`. -/
theorem potential_eq_bound_iff [Nonempty ι] (q : ι → ℝ) (s : ι → V) (r : V)
    (hq : ∀ i, 0 < q i) (hc : ∑ i, q i • s i = 0) (hr : ∀ i, r ≠ s i) :
    potential q s r = totalCharge q / rmsDistance q s r ↔
      ∀ i, ‖r - s i‖ = rmsDistance q s r := by
  have hR := (rmsDistance_spec q s r hq hc hr).1
  rw [← sub_eq_zero, potential_excess q s r hq hc hr, Finset.sum_eq_zero_iff_of_nonneg]
  · constructor
    · intro h i
      have hi := h i (Finset.mem_univ i)
      have hd : 0 < ‖r - s i‖ := norm_pos_iff.2 (sub_ne_zero.2 (hr i))
      by_contra hne
      -- a charge at any other distance contributes a strictly positive excess
      have h1 : 0 < (‖r - s i‖ - rmsDistance q s r) ^ 2 :=
        sq_pos_of_ne_zero (sub_ne_zero.2 hne)
      have h2 := hq i
      have h3 : 0 < q i * (‖r - s i‖ - rmsDistance q s r) ^ 2
          * (‖r - s i‖ + 2 * rmsDistance q s r)
          / (2 * rmsDistance q s r ^ 3 * ‖r - s i‖) :=
        div_pos (mul_pos (mul_pos h2 h1) (by positivity)) (by positivity)
      exact h3.ne' hi
    · intro h i _
      simp [h i]
  · intro i _
    have := hq i
    positivity

/-- One-sided treecode estimate: multiplied by `2‖r‖³`, the potential is at least the equally
scaled monopole term `2Q‖r‖²` minus the second moment. -/
theorem monopole_one_sided_error (q : ι → ℝ) (s : ι → V) (r : V)
    (hq : ∀ i, 0 ≤ q i) (hc : ∑ i, q i • s i = 0) (hr : ∀ i, r ≠ s i) :
    2 * totalCharge q * ‖r‖ ^ 2 - secondMoment q s ≤ 2 * ‖r‖ ^ 3 * potential q s r := by
  -- the tangent inequality, now taken at the distance to the cluster centre
  have hterm : ∀ i, 3 * ‖r‖ ^ 2 * q i - q i * ‖r - s i‖ ^ 2
      ≤ 2 * ‖r‖ ^ 3 * (q i / ‖r - s i‖) := by
    intro i
    have hd : 0 < ‖r - s i‖ := norm_pos_iff.2 (sub_ne_zero.2 (hr i))
    have hn := norm_nonneg r
    have h : 0 ≤ q i * ((‖r - s i‖ - ‖r‖) ^ 2 * (‖r - s i‖ + 2 * ‖r‖)) :=
      mul_nonneg (hq i) (by positivity)
    rw [← mul_div_assoc, le_div_iff₀ hd]
    linarith
  have hsum := Finset.sum_le_sum (fun i (_ : i ∈ Finset.univ) => hterm i)
  rw [Finset.sum_sub_distrib, ← Finset.mul_sum, ← Finset.mul_sum,
    sum_charge_mul_sq_distance q s r hc] at hsum
  change 3 * ‖r‖ ^ 2 * totalCharge q - (totalCharge q * ‖r‖ ^ 2 + secondMoment q s)
    ≤ 2 * ‖r‖ ^ 3 * potential q s r at hsum
  linarith

/-- Two unit charges at `a` and `-a` attain the lower bound, with a positive potential, at every
nonzero point `r` orthogonal to `a`. -/
theorem symmetric_pair_attains_bound (a r : V) (h : inner ℝ r a = 0) (hr : r ≠ 0) :
    0 < potential (fun _ : Fin 2 => (1 : ℝ)) ![a, -a] r ∧
      potential (fun _ : Fin 2 => (1 : ℝ)) ![a, -a] r =
        totalCharge (fun _ : Fin 2 => (1 : ℝ)) /
          rmsDistance (fun _ : Fin 2 => (1 : ℝ)) ![a, -a] r := by
  have h1 : ‖r - a‖ = √(‖r‖ ^ 2 + ‖a‖ ^ 2) := by
    rw [← Real.sqrt_sq (norm_nonneg (r - a)), norm_sub_sq_real, h]
    simp
  have h2 : ‖r + a‖ = √(‖r‖ ^ 2 + ‖a‖ ^ 2) := by
    rw [← Real.sqrt_sq (norm_nonneg (r + a)), norm_add_sq_real, h]
    simp
  have hm : rmsDistance (fun _ : Fin 2 => (1 : ℝ)) ![a, -a] r = √(‖r‖ ^ 2 + ‖a‖ ^ 2) := by
    simp only [rmsDistance, secondMoment, totalCharge, Fin.sum_univ_two,
      Matrix.cons_val_zero, Matrix.cons_val_one, norm_neg]
    congr 1
    ring
  have hp : potential (fun _ : Fin 2 => (1 : ℝ)) ![a, -a] r
      = 2 / √(‖r‖ ^ 2 + ‖a‖ ^ 2) := by
    simp only [potential, Fin.sum_univ_two, Matrix.cons_val_zero, Matrix.cons_val_one,
      sub_neg_eq_add, h1, h2]
    ring
  have hn : 0 < ‖r‖ := norm_pos_iff.2 hr
  rw [hp, hm]
  refine ⟨by positivity, ?_⟩
  norm_num [totalCharge]

end

end TreecodePotentialLowerBound
```

```lean
#print axioms TreecodePotentialLowerBound.potential_lower_bound
#print axioms TreecodePotentialLowerBound.potential_eq_bound_iff
#print axioms TreecodePotentialLowerBound.monopole_one_sided_error
#print axioms TreecodePotentialLowerBound.symmetric_pair_attains_bound
```

```
'TreecodePotentialLowerBound.potential_lower_bound' depends on axioms: [propext, Classical.choice, Quot.sound]
'TreecodePotentialLowerBound.potential_eq_bound_iff' depends on axioms: [propext, Classical.choice, Quot.sound]
'TreecodePotentialLowerBound.monopole_one_sided_error' depends on axioms: [propext, Classical.choice, Quot.sound]
'TreecodePotentialLowerBound.symmetric_pair_attains_bound' depends on axioms: [propext, Classical.choice, Quot.sound]
```

## How the statements encode the physics

The charges are labelled by a finite type `ι`. The function `q : ι → ℝ` gives their values and `s : ι → V` their positions. The space `V` is any real inner-product space; ordinary three-dimensional space is the case in which $1/d$ is the Coulomb kernel. The definitions `totalCharge`, `secondMoment`, `potential` and `rmsDistance` are $Q$, $I$, $\varphi(r)$ and $R$. In SI units both sides of the bound gain the factor $1/(4\pi\varepsilon_0)$.

The main theorem, `potential_lower_bound`, has these hypotheses:

- `[Nonempty ι]` says that there is at least one charge. Without it the bound could not be positive.
- `hq` says that every charge is strictly positive.
- `hc` says that the dipole moment about the origin vanishes, which for positive charges places the origin at the centre of charge.
- `hr` says that $r$ coincides with none of the charges. Lean sets division by zero to zero, so at a charge `potential` would omit the divergent term.

The conclusion has two parts: the bound is positive, and the potential is at least as large. With a single charge, `hc` forces it to the origin, so $I=0$ and the bound is the exact value $Q/\|r\|$.

The exact formula for the excess is `potential_excess`, and the equality condition is `potential_eq_bound_iff`. Both, like `rmsDistance_spec`, assume the same four hypotheses as the main theorem. The treecode estimate `monopole_one_sided_error` is stated without division by $\|r\|$, so it also holds at $r=0$. It still assumes `hc` and `hr`, but it allows some charges to be zero and the cluster to be empty.

The model consists of static point charges of one sign with an unscreened $1/d$ kernel. It includes no periodic images, and the theorems give no upper bound on the potential.

## How the Lean proof follows the derivation

`sum_charge_mul_sq_distance` computes the mean squared distance. Its step `hin` takes the inner product of `hc` with `r`, which shows that the cross term is zero. The lemma `norm_sub_sq_real` then expands each squared distance.

`rmsDistance_spec` proves $R>0$ and $QR^2=\sum_i q_id_i^2$. The identity comes from squaring the square root, which is allowed because $I/Q\ge0$. For positivity, the proof supposes $R=0$; the identity would then make a strictly positive sum equal to zero.

`potential_excess` contains the tangent argument. Its step `hterm` is the factorisation for a single charge, where `field_simp` clears the denominators and `ring` compares the polynomials. After summation, `hmean` replaces $\sum_i q_id_i^2$ by $QR^2$, and the remaining terms combine to $-Q/R$.

`potential_lower_bound` rewrites the inequality as nonnegativity of the excess, and `positivity` handles each term. `potential_eq_bound_iff` uses the fact that a sum of nonnegative terms is zero only if every term is; a charge with $d_i\ne R$ would contribute a strictly positive amount.

`monopole_one_sided_error` proves the second tangent inequality for each charge, adds the inequalities with `Finset.sum_le_sum`, and finishes with `linarith`. `symmetric_pair_attains_bound` evaluates both distances, $R$ and the potential directly, without using the equality theorem.

## A single charge away from the origin breaks the bound

The centring hypothesis is needed. Put one unit charge at $a\neq0$ and observe from $r=-a$. Then $Q=1$ and $I=\|a\|^2$, and the formula would require

$$\varphi(-a)=\frac{1}{2\|a\|}\;\ge\;\frac{1}{\sqrt2\,\|a\|},$$

which is false. The cross term $-2\langle r,\sum_i q_is_i\rangle=2\|a\|^2$, which centring would remove, makes the mean squared distance $4\|a\|^2$, twice the value $\|r\|^2+I/Q=2\|a\|^2$ used in the formula.

## Use in a treecode

For a cluster of positive charges, or of masses in a gravitational code with the sign of the potential reversed, the bound turns three stored node quantities into a guaranteed floor for the node's potential: the total $Q$, the centre $c$ and the second moment about $c$. For charges at positions $x_i$ in the simulation frame,

$$c=\frac1Q\sum_i q_ix_i,\qquad I=\sum_i q_i\|x_i\|^2-Q\|c\|^2,$$

and $r$ in the theorem is the observation point minus $c$. The second expression subtracts nearly equal numbers when the cluster is small and far from the frame's origin, so summing $q_i\|x_i-c\|^2$ directly is safer in floating-point arithmetic.

The floor $Q/\sqrt{\|r\|^2+I/Q}$ has the form of a Plummer-softened monopole with softening length $\sqrt{I/Q}$. Once $I/Q$ is stored, it takes one square root, as the plain monopole term does. If the potential at a point away from the node's charges is summed directly with the bare $1/d$ kernel, a value below the floor by more than round-off points to an error in the code or in the stored moments. A sum with a softened kernel can lie below the floor without any error. So can the sum at the position of one of the node's own charges when that charge's own term is left out.

In a system with charges of both signs, the bound applies to the positive charges of a node taken by themselves, about their own centre. With the overall sign reversed, it gives a ceiling for the potential of the negative ones. Adding the two does not give a one-sided bound for the whole node.
